# A mean-square complete basis whose lowest box energy is four times too high

## A forced zero at the midpoint

A particle in a box with walls at $x=0$ and $x=1$ has the ground state $\sin(\pi x)$. Suppose that every trial function must also vanish at $x=1/2$. A simple repair adds one excited state:

$$u_1(x)=\sin(\pi x)+\sin(3\pi x),\qquad u_1(1/2)=1-1=0.$$

For mass $M$ and units with $\hbar^2/2M=1$, the energy is $\int_0^1u'^2/\int_0^1u^2$. It is $\pi^2$ for the ground state and $(\pi^2+9\pi^2)/2=5\pi^2$ for $u_1$.

The cancellation can be shared among $N$ excited states:

$$u_N(x)=\sin(\pi x)-\frac1N\sum_{j=1}^N(-1)^j\sin((2j+1)\pi x).$$

This still vanishes at $1/2$, and its mean-square distance from $\sin(\pi x)$ is $1/(2N)$, which tends to zero. For $N=10$ the distance is $0.05$, a tenth of the ground state's squared norm $1/2$. Since $3^2+5^2+\dots+21^2=1770$, the energy is

$$\pi^2\,\frac{1+1770/100}{1+1/10}=17\pi^2.$$

The mean square barely registers a narrow dip, but the kinetic energy does.

## What a basis with this zero can reach

Take the basis $x^k\sin(2\pi x)$, $k=0,1,2,\dots$. Its finite combinations are $q(x)\sin(2\pi x)$ with $q$ a real polynomial. The final theorem states three things:

- $\sin(\pi x)$ has energy $\pi^2$.
- These combinations approximate it arbitrarily well in mean square.
- The lowest energy among the nonzero combinations is exactly $4\pi^2$.

For a variational calculation on this one-particle, one-dimensional box, taking more functions from this family therefore never brings the energy below $4\pi^2$.

In Lean, `kinetic` is $\int_0^1u'^2$, `meanSq` is $\int_0^1u^2$, and `trial q` is the combination with polynomial `q`. Functions are real and unnormalised. An energy is a number `E` with `kinetic (trial q) = E * meanSq (trial q)` and positive `meanSq`; `IsLeast` says that $4\pi^2$ is attained and is a lower bound.

The general bound `noded_bound` assumes `ContDiff ℝ 1 u`, continuous differentiability on the whole line, and the three zeros. `trial_complete` treats every continuous target, including those that don't vanish at the walls. Identifying the quotient with the expectation value of the box Hamiltonian is the physical step left to the reader.

## The energy bound on each half

Let $u$ vanish at $a<b$, put $c=(a+b)/2$ and choose $0\le\kappa<\pi/(b-a)$. With $T=\kappa\tan(\kappa(x-c))$, finite on $[a,b]$, we have $T'=\kappa^2+T^2$, so

$$u'^2-\kappa^2u^2=(u'+Tu)^2-(Tu^2)'.$$

The total derivative integrates to zero, hence $\int_a^bu'^2\ge\kappa^2\int_a^bu^2$. Letting $\kappa\to\pi/(b-a)$ gives the bound with $\pi^2/(b-a)^2$. Each half of the box has length $1/2$, so both give the factor $4\pi^2$, and adding them gives

$$\int_0^1u'^2\ge4\pi^2\int_0^1u^2.$$

The choice $q=1$ attains it: $\sin(2\pi x)$ has squared norm $1/2$ and kinetic integral $2\pi^2$.

## Completeness despite the zeros

Let $f$ be continuous and $\varepsilon>0$. Write $s=\sin(2\pi x)$, $C=\cos^2(2\pi x)$ and $S=\sum_{j=0}^{n-1}C^j$. Since $1-C^n=s^2S$,

$$f=fC^n+sg,\qquad g=fsS.$$

Except at isolated points $C<1$, so dominated convergence gives an $n$ with $\int_0^1f^2C^{2n}<\varepsilon/4$. Weierstrass then gives a polynomial $q$ with $|q-g|<\sqrt\varepsilon/2$ on $[0,1]$. From $f-qs=fC^n-s(q-g)$ and $|s|\le1$,

$$(f-qs)^2\le2f^2C^{2n}+\varepsilon/2,$$

whose integral is below $\varepsilon$.

## The Lean file and its proof

```lean
import Mathlib

open MeasureTheory Filter
open scoped Real Topology Polynomial

namespace MeanSquareCompleteness

noncomputable section

/-- Kinetic energy integral of a real wave function on the box `[0,1]`, with `ħ²/2M = 1`. -/
def kinetic (u : ℝ → ℝ) : ℝ := ∫ x in (0:ℝ)..1, (deriv u x) ^ 2

/-- Squared norm of a real wave function on the box `[0,1]`. -/
def meanSq (u : ℝ → ℝ) : ℝ := ∫ x in (0:ℝ)..1, (u x) ^ 2

/-- A finite combination of the basis functions `x^k sin(2πx)`: a polynomial times the sine. -/
def trial (q : ℝ[X]) (x : ℝ) : ℝ := q.eval x * Real.sin (2 * π * x)

/-- A `C¹` function that vanishes at both ends of an interval `[a,b]`, `a < b`, has
`∫ u'² ≥ (π/(b-a))² ∫ u²` there. -/
theorem cell_bound {u : ℝ → ℝ} (hu : ContDiff ℝ 1 u) {a b : ℝ} (hab : a < b)
    (ha : u a = 0) (hb : u b = 0) :
    (π / (b - a)) ^ 2 * (∫ x in a..b, (u x) ^ 2) ≤ ∫ x in a..b, (deriv u x) ^ 2 := by
  have hd : ∀ x, HasDerivAt u (deriv u x) x :=
    fun x => (hu.differentiable (by norm_num) x).hasDerivAt
  have hc : Continuous (deriv u) := hu.continuous_deriv (by norm_num)
  have hu0 := hu.continuous
  obtain ⟨c, hm⟩ : ∃ c, c = (a + b) / 2 := ⟨_, rfl⟩
  have key : ∀ κ : ℝ, 0 ≤ κ → κ < π / (b - a) →
      κ ^ 2 * (∫ x in a..b, (u x) ^ 2) ≤ ∫ x in a..b, (deriv u x) ^ 2 := by
    intro κ h0 h1
    have h2 : κ * (b - a) < π := (lt_div_iff₀ (sub_pos.2 hab)).1 h1
    -- up to a perfect square, the integrand is a total derivative
    have hF : ∀ x ∈ Set.Icc a b, HasDerivAt (fun y => -κ * (Real.tan (κ * (y - c)) * (u y * u y)))
        ((deriv u x) ^ 2 - κ ^ 2 * (u x) ^ 2
          - (deriv u x + κ * Real.tan (κ * (x - c)) * u x) ^ 2) x := by
      intro x hx
      have hcos : Real.cos (κ * (x - c)) ≠ 0 := by
        rw [hm]
        exact (Real.cos_pos_of_mem_Ioo
          ⟨by nlinarith [mul_nonneg h0 (sub_nonneg.2 hx.1)],
            by nlinarith [mul_nonneg h0 (sub_nonneg.2 hx.2)]⟩).ne'
      have hθ : HasDerivAt (fun y => κ * (y - c)) κ x :=
        (((hasDerivAt_id' x).sub_const c).const_mul κ).congr_deriv (mul_one κ)
      have ht : HasDerivAt (fun y => Real.tan (κ * (y - c)))
          (1 / Real.cos (κ * (x - c)) ^ 2 * κ) x := by
        have h := HasDerivAt.comp x (Real.hasDerivAt_tan hcos) hθ
        exact h
      rw [← Real.inv_one_add_tan_sq hcos, one_div, inv_inv] at ht
      exact ((ht.fun_mul ((hd x).fun_mul (hd x))).const_mul (-κ)).congr_deriv (by ring)
    have i1 : IntervalIntegrable (fun x => (deriv u x) ^ 2) volume a b :=
      (hc.pow 2).intervalIntegrable _ _
    have i2 : IntervalIntegrable (fun x => κ ^ 2 * (u x) ^ 2) volume a b :=
      (continuous_const.mul (hu0.pow 2)).intervalIntegrable _ _
    have h := intervalIntegral.sub_le_integral_of_hasDeriv_right_of_le
      (φ := fun x => (deriv u x) ^ 2 - κ ^ 2 * (u x) ^ 2) hab.le
      (fun x hx => (hF x hx).continuousAt.continuousWithinAt)
      (fun x hx => (hF x (Set.Ioo_subset_Icc_self hx)).hasDerivWithinAt)
      (Continuous.integrableOn_Icc (by fun_prop)) (fun x _ => sub_le_self _ (sq_nonneg _))
    simp only [ha, hb, mul_zero, sub_self] at h
    rw [intervalIntegral.integral_sub i1 i2, intervalIntegral.integral_const_mul] at h
    linarith
  -- let `κ` rise to the critical value
  have hlim : Tendsto (fun κ : ℝ => κ ^ 2 * (∫ x in a..b, (u x) ^ 2)) (𝓝[<] (π / (b - a)))
      (𝓝 ((π / (b - a)) ^ 2 * (∫ x in a..b, (u x) ^ 2))) :=
    (((continuous_id.pow 2).mul continuous_const).tendsto _).mono_left nhdsWithin_le_nhds
  refine le_of_tendsto hlim ?_
  filter_upwards [Ioo_mem_nhdsLT (div_pos Real.pi_pos (sub_pos.2 hab))] with κ h
    using key κ h.1.le h.2

/-- A `C¹` function that vanishes at `0`, `1/2` and `1` has kinetic energy integral at least `4π²`
times its squared norm. -/
theorem noded_bound {u : ℝ → ℝ} (hu : ContDiff ℝ 1 u) (h0 : u 0 = 0) (h1 : u (1 / 2) = 0)
    (h2 : u 1 = 0) : 4 * π ^ 2 * meanSq u ≤ kinetic u := by
  have hl := cell_bound hu (by norm_num) h0 h1
  have hr := cell_bound hu (by norm_num) h1 h2
  have hs : ∀ f : ℝ → ℝ, Continuous f →
      (∫ x in (0:ℝ)..(1 / 2), f x) + (∫ x in (1 / 2 : ℝ)..1, f x) = ∫ x in (0:ℝ)..1, f x :=
    fun f hf => intervalIntegral.integral_add_adjacent_intervals
      (hf.intervalIntegrable _ _) (hf.intervalIntegrable _ _)
  have s1 := hs (fun x => (u x) ^ 2) (hu.continuous.pow 2)
  have s2 := hs (fun x => (deriv u x) ^ 2) ((hu.continuous_deriv (by norm_num)).pow 2)
  rw [show π / (1 / 2 - 0) = 2 * π by ring] at hl
  rw [show π / (1 - 1 / 2) = 2 * π by ring] at hr
  unfold meanSq kinetic
  rw [← s1, ← s2]
  linarith

/-- A sine wave of wave number `ω ≠ 0` that vanishes at the wall `x = 1` has squared norm `1/2` and
kinetic energy integral `ω²/2`. -/
theorem sine_energy {ω : ℝ} (hω : ω ≠ 0) (h1 : Real.sin ω = 0) :
    meanSq (fun x => Real.sin (ω * x)) = 1 / 2 ∧
      kinetic (fun x => Real.sin (ω * x)) = ω ^ 2 / 2 := by
  have hl : ∀ x : ℝ, HasDerivAt (fun y => ω * y) ω x :=
    fun x => ((hasDerivAt_id' x).const_mul ω).congr_deriv (mul_one ω)
  constructor
  · have hF : ∀ x ∈ Set.uIcc (0:ℝ) 1, HasDerivAt
        (fun y => y / 2 - Real.sin (ω * y) * Real.cos (ω * y) / (2 * ω))
        (Real.sin (ω * x) ^ 2) x := fun x _ =>
      (((hasDerivAt_id' x).div_const 2).fun_sub
        (((hl x).sin.fun_mul (hl x).cos).div_const (2 * ω))).congr_deriv (by
          linear_combination (-(Real.cos (ω * x) ^ 2 - Real.sin (ω * x) ^ 2) / 2) *
            mul_inv_cancel₀ hω - (1 / 2) * Real.sin_sq_add_cos_sq (ω * x))
    unfold meanSq
    rw [intervalIntegral.integral_eq_sub_of_hasDerivAt hF
      (Continuous.intervalIntegrable (by fun_prop) _ _)]
    simp [h1]
  · have hd : deriv (fun x => Real.sin (ω * x)) = fun x => Real.cos (ω * x) * ω :=
      funext fun x => (hl x).sin.deriv
    have hF : ∀ x ∈ Set.uIcc (0:ℝ) 1, HasDerivAt
        (fun y => ω ^ 2 / 2 * y + ω / 2 * (Real.sin (ω * y) * Real.cos (ω * y)))
        ((Real.cos (ω * x) * ω) ^ 2) x := fun x _ =>
      (((hasDerivAt_id' x).const_mul (ω ^ 2 / 2)).fun_add
        (((hl x).sin.fun_mul (hl x).cos).const_mul (ω / 2))).congr_deriv (by
          linear_combination (-(ω ^ 2) / 2) * Real.sin_sq_add_cos_sq (ω * x))
    unfold kinetic
    rw [hd, intervalIntegral.integral_eq_sub_of_hasDerivAt hF
      (Continuous.intervalIntegrable (by fun_prop) _ _)]
    simp [h1]

/-- Every trial function is `C¹` and vanishes at `0`, `1/2` and `1`. -/
theorem trial_noded (q : ℝ[X]) :
    ContDiff ℝ 1 (trial q) ∧ trial q 0 = 0 ∧ trial q (1 / 2) = 0 ∧ trial q 1 = 0 := by
  have hq : ContDiff ℝ 1 (fun x => q.eval x) := by
    simp only [Polynomial.eval_eq_sum_range]
    exact ContDiff.sum fun i _ => contDiff_const.mul (contDiff_id.pow i)
  have e : 2 * π * (1 / 2) = π := by ring
  exact ⟨hq.mul (Real.contDiff_sin.comp (contDiff_const.mul contDiff_id)), by simp [trial],
    by simp only [trial, e, Real.sin_pi, mul_zero], by simp [trial]⟩

/-- The basis `x^k sin(2πx)` is complete in mean square on the box: its finite combinations
approximate every continuous function arbitrarily well. -/
theorem trial_complete {f : ℝ → ℝ} (hf : Continuous f) {ε : ℝ} (hε : 0 < ε) :
    ∃ q : ℝ[X], meanSq (fun x => f x - trial q x) < ε := by
  have hae : ∀ᵐ x : ℝ, Real.sin (2 * π * x) ≠ 0 := by
    refine ae_iff.2 (((Set.countable_range (fun k : ℤ => (k : ℝ) / 2)).mono ?_).measure_zero _)
    intro x hx
    obtain ⟨k, hk⟩ := Real.sin_eq_zero_iff.1 (not_not.1 hx)
    have h : (k : ℝ) = x * 2 := mul_right_cancel₀ Real.pi_ne_zero (by linear_combination hk)
    exact ⟨k, (div_eq_iff two_ne_zero).2 h⟩
  -- the part of `f` concentrated near the nodes has vanishing norm
  have hlim : Tendsto (fun n : ℕ => ∫ x in (0:ℝ)..1,
      (f x * (Real.cos (2 * π * x) ^ 2) ^ n) ^ 2) atTop (𝓝 (∫ _x in (0:ℝ)..1, (0:ℝ))) := by
    refine intervalIntegral.tendsto_integral_filter_of_dominated_convergence
      (fun x => (f x) ^ 2) ?_ ?_ ((hf.pow 2).intervalIntegrable _ _) ?_
    · exact Eventually.of_forall fun n => Continuous.aestronglyMeasurable (by fun_prop)
    · refine Eventually.of_forall fun n => Eventually.of_forall fun x _ => ?_
      rw [Real.norm_of_nonneg (sq_nonneg _), mul_pow]
      exact mul_le_of_le_one_right (sq_nonneg _) (pow_le_one₀ (pow_nonneg (sq_nonneg _) n)
        (pow_le_one₀ (sq_nonneg _) (Real.cos_sq_le_one _)))
    · filter_upwards [hae] with x hx _
      have hlt : Real.cos (2 * π * x) ^ 2 < 1 := by
        have h1 := Real.sin_sq_add_cos_sq (2 * π * x)
        have h2 := pow_pos (abs_pos.2 hx) 2
        rw [sq_abs] at h2
        linarith
      simpa using
        ((tendsto_pow_atTop_nhds_zero_of_lt_one (sq_nonneg _) hlt).const_mul (f x)).pow 2
  rw [intervalIntegral.integral_zero] at hlim
  obtain ⟨n, hn⟩ := (hlim.eventually (gt_mem_nhds (by positivity : 0 < ε / 4))).exists
  -- the rest is the sine times a continuous function, which a polynomial approximates
  have hg : Continuous (fun x => f x * (Real.sin (2 * π * x) *
      ∑ j ∈ Finset.range n, (Real.cos (2 * π * x) ^ 2) ^ j)) := by fun_prop
  obtain ⟨q, hq⟩ := exists_polynomial_near_of_continuousOn 0 1 _ hg.continuousOn (√ε / 2)
    (by positivity)
  refine ⟨q, ?_⟩
  have hpt : ∀ x ∈ Set.Icc (0:ℝ) 1, (f x - trial q x) ^ 2 ≤
      2 * (f x * (Real.cos (2 * π * x) ^ 2) ^ n) ^ 2 + ε / 2 := by
    intro x hx
    have hb := hq x hx
    have hgeo := mul_neg_geom_sum (Real.cos (2 * π * x) ^ 2) n
    have hsc := Real.sin_sq_add_cos_sq (2 * π * x)
    have hc0 := sq_nonneg (Real.cos (2 * π * x))
    unfold trial
    generalize Real.sin (2 * π * x) = s at *
    generalize Real.cos (2 * π * x) ^ 2 = c at *
    generalize ∑ j ∈ Finset.range n, c ^ j = S at *
    generalize q.eval x = p at *
    have hB := pow_le_pow_left₀ (abs_nonneg _) hb.le 2
    rw [sq_abs, div_pow, Real.sq_sqrt hε.le] at hB
    have hs : s ^ 2 * (p - f x * (s * S)) ^ 2 ≤ (p - f x * (s * S)) ^ 2 :=
      mul_le_of_le_one_left (sq_nonneg _) (by linarith)
    have e : f x - p * s = f x * c ^ n - s * (p - f x * (s * S)) := by
      linear_combination (-f x) * hgeo - f x * S * hsc
    rw [e]
    nlinarith [sq_nonneg (f x * c ^ n + s * (p - f x * (s * S)))]
  have hA : IntervalIntegrable (fun x => 2 * (f x * (Real.cos (2 * π * x) ^ 2) ^ n) ^ 2)
      volume 0 1 := Continuous.intervalIntegrable (by fun_prop) _ _
  have h := intervalIntegral.integral_mono_on zero_le_one
    (((hf.sub (trial_noded q).1.continuous).pow 2).intervalIntegrable _ _)
    (hA.add intervalIntegrable_const) hpt
  rw [intervalIntegral.integral_add hA intervalIntegrable_const,
    intervalIntegral.integral_const_mul, intervalIntegral.integral_const] at h
  simp only [sub_zero, one_smul] at h
  exact lt_of_le_of_lt h (by linarith)

/-- The state `sin(πx)` has energy `π²` and is approximated arbitrarily well in mean square by
finite combinations of `x^k sin(2πx)`, yet the lowest energy these combinations reach is `4π²`. -/
theorem mean_square_completeness_not_enough :
    kinetic (fun x => Real.sin (π * x)) = π ^ 2 * meanSq (fun x => Real.sin (π * x)) ∧
    (∀ ε > 0, ∃ q : ℝ[X], meanSq (fun x => Real.sin (π * x) - trial q x) < ε) ∧
    IsLeast {E : ℝ | ∃ q : ℝ[X], 0 < meanSq (trial q) ∧
      kinetic (trial q) = E * meanSq (trial q)} (4 * π ^ 2) := by
  refine ⟨?_, fun ε hε => trial_complete (by fun_prop) hε, ?_, ?_⟩
  · obtain ⟨h1, h2⟩ := sine_energy Real.pi_ne_zero Real.sin_pi
    rw [h1, h2]
    ring
  · -- the first basis function attains the bound
    have e : trial 1 = fun x => Real.sin (2 * π * x) := by
      funext x
      simp [trial]
    obtain ⟨h1, h2⟩ := sine_energy (by positivity) Real.sin_two_pi
    refine ⟨1, ?_, ?_⟩
    · rw [e, h1]
      norm_num
    · rw [e, h1, h2]
      ring
  · rintro E ⟨q, hp, he⟩
    obtain ⟨hs, h0, h1, h2⟩ := trial_noded q
    exact le_of_mul_le_mul_right ((noded_bound hs h0 h1 h2).trans_eq he) hp

end

end MeanSquareCompleteness
```

```lean
#print axioms MeanSquareCompleteness.mean_square_completeness_not_enough
```

```
'MeanSquareCompleteness.mean_square_completeness_not_enough' depends on axioms: [propext, Classical.choice, Quot.sound]
```

`cell_bound` proves the inequality for fixed `κ` in `key`. There `hF` is the derivative identity, and the integral lemma drops the square pointwise; `le_of_tendsto` then takes the limit in `κ`. `noded_bound` applies this to the two halves and joins the integrals.

`sine_energy` evaluates both sine integrals from explicit antiderivatives. `trial_noded` checks smoothness and the three zeros.

In `trial_complete`, `hae` shows that the sine is nonzero almost everywhere, `hlim` is the dominated-convergence step, and `hpt` is the pointwise estimate. Its local `c` is the $C$ above.

The final theorem takes the energy of $\sin(\pi x)$ from `sine_energy` and the approximation from `trial_complete`. For `IsLeast`, `trial 1` attains $4\pi^2$, and `noded_bound`, after cancelling the positive squared norm, shows that no combination lies lower.
